# Enough of the maximally mixed two-matrix makes D, Q and G positive semidefinite

**Question.** After a variational two-matrix calculation I replace the solver's $D$ by $(1-t)D+tD_0$, with $D_0$ maximally mixed, to remove small negative eigenvalues. But $D_0$ vanishes on symmetric pair amplitudes. How can it repair $D$ and the two-hole matrix $Q$ there, and which $t$ also repairs the particle-hole matrix $G$?

**Answer.** Nothing needs repair there: $D$ and $Q$ vanish on symmetric amplitudes too. For $N$ electrons in $r$ spin orbitals, let the forms $M(c)=\sum c_{ij}^*M_{ijkl}c_{kl}$ of $D,Q,G$ be at least $-e\|c\|^2$. Set

$$q=\tfrac{N(N-1)}{r(r-1)},\quad q'=\tfrac{(r-N)(r-N-1)}{r(r-1)},\quad p=\tfrac{N(r-N)}{r(r-1)}.$$

Then $(1-t)e\le tm$ suffices, with $m=\min(2q,2q',p)$ and $0\le t\le1$.

Here $D_0=q(\delta_{ik}\delta_{jl}-\delta_{il}\delta_{jk})$, with one-matrix $(N/r)\delta_{ik}$. Let $a_{ij}=c_{ij}-c_{ji}$. Then $D_0(c)=\tfrac q2\|a\|^2$, while antisymmetry gives $D(a)=4D(c)$, so $D(c)\ge-\tfrac e4\|a\|^2$ and

$$(1-t)D(c)+tD_0(c)\ge\tfrac14[2tq-(1-t)e]\|a\|^2\ge0.$$

$Q$ and $G$ mix with the same weights. Since $1-2N/r+q=q'$, $Q_0$ is $D_0$ with $q'$ for $q$, and the argument repeats. Since $N/r-q=p$,

$$G_0(c)=p\|c\|^2+q\Big|\sum_k c_{kk}\Big|^2,$$

so the mixed $G$ form is at least $[tp-(1-t)e]\|c\|^2\ge0$.

For $N=2$, $r=6$, $m=\min(4,24,8)/30=2/15$. For a defect $e=0.01$ the weight $t=e/(e+m)=3/43\approx0.07$ suffices. The energy moves from $E$ to $(1-t)E+tE_0$, where $E_0$ belongs to $D_0$.

In Lean, `D i j k l` is $\langle a_i^\dagger a_j^\dagger a_l a_k\rangle$ and `g` the one-matrix. `IsTwoMatrix` assumes exact Hermiticity, antisymmetry, contraction to $(N-1)g$ and trace $N$ of $g$; `DefectAtMost` bounds the forms. Sums run over all ordered pairs, so on antisymmetric amplitudes the $D$ and $Q$ eigenvalues are twice those of matrices stored for $i<j$.

```lean
import Mathlib

open ComplexConjugate

namespace TwoMatrixMixing

noncomputable section

/-- Four-index arrays over `r` spin orbitals. -/
abbrev TwoBody (r : ℕ) := Fin r → Fin r → Fin r → Fin r → ℂ

/-- Two-index arrays: one-matrices and pair amplitudes. -/
abbrev OneBody (r : ℕ) := Fin r → Fin r → ℂ

variable {N r : ℕ}

/-- The Kronecker delta of two orbitals. -/
def delta (i j : Fin r) : ℂ := if i = j then 1 else 0

/-- `D` is Hermitian and antisymmetric and contracts to `(N-1) g`, where `g` has trace `N`. -/
structure IsTwoMatrix (N : ℕ) (D : TwoBody r) (g : OneBody r) : Prop where
  herm : ∀ i j k l, conj (D i j k l) = D k l i j
  anti : ∀ i j k l, D j i k l = -D i j k l
  contract : ∀ i k, ∑ j, D i j k j = ((N : ℂ) - 1) * g i k
  trace : ∑ i, g i i = (N : ℂ)

/-- The two-hole matrix Q, the array of `⟨a_i a_j a†_l a†_k⟩`, in terms of `D` and `g`. -/
def qMatrix (D : TwoBody r) (g : OneBody r) : TwoBody r := fun i j k l =>
  delta i k * delta j l - delta i l * delta j k - delta i k * g l j - delta j l * g k i
    + delta i l * g k j + delta j k * g l i + D k l i j

/-- The particle-hole matrix G, the array of `⟨a†_i a_j a†_l a_k⟩`, in terms of `D` and `g`. -/
def gMatrix (D : TwoBody r) (g : OneBody r) : TwoBody r := fun i j k l =>
  delta j l * g i k - D i l k j

/-- The real part of the quadratic form of `M` at the amplitude `c`. -/
def form (M : TwoBody r) (c : OneBody r) : ℝ :=
  (∑ i, ∑ j, conj (c i j) * ∑ k, ∑ l, M i j k l * c k l).re

/-- The squared norm of an amplitude. -/
def nsq (c : OneBody r) : ℝ := ∑ i, ∑ j, Complex.normSq (c i j)

/-- `M` is Hermitian with nonnegative quadratic form. -/
def PosSemi (M : TwoBody r) : Prop :=
  (∀ i j k l, conj (M i j k l) = M k l i j) ∧ ∀ c, 0 ≤ form M c

/-- The D, Q and G matrices are all positive semidefinite. -/
def DQGPositive (D : TwoBody r) (g : OneBody r) : Prop :=
  PosSemi D ∧ PosSemi (qMatrix D g) ∧ PosSemi (gMatrix D g)

/-- The quadratic forms of D, Q and G are all at least `-e` times the squared norm. -/
def DefectAtMost (e : ℝ) (D : TwoBody r) (g : OneBody r) : Prop :=
  ∀ c, -e * nsq c ≤ form D c ∧ -e * nsq c ≤ form (qMatrix D g) c ∧
    -e * nsq c ≤ form (gMatrix D g) c

/-- The exchange tensor with prefactor `q`. -/
def exchange (q : ℝ) : TwoBody r := fun i j k l =>
  (q : ℂ) * (delta i k * delta j l - delta i l * delta j k)

/-- The maximally mixed two-matrix of `N` particles in `r` orbitals, for `r ≥ 2`. -/
def mixedTwo (N r : ℕ) : TwoBody r := exchange ((N : ℝ) * (N - 1) / (r * (r - 1)))

/-- The one-matrix with equal occupations `N / r`, for `r ≥ 1`. -/
def mixedOne (N r : ℕ) : OneBody r := fun i k => (N : ℂ) / r * delta i k

/-- The mixture of two four-index arrays with weights `1 - t` and `t`. -/
def mixTwo (t : ℝ) (A B : TwoBody r) : TwoBody r := fun i j k l =>
  (1 - (t : ℂ)) * A i j k l + t * B i j k l

/-- The mixture of two one-matrices with weights `1 - t` and `t`. -/
def mixOne (t : ℝ) (a b : OneBody r) : OneBody r := fun i k =>
  (1 - (t : ℂ)) * a i k + t * b i k

/-- The margin `m` of the mixing condition, for `r ≥ 2`. -/
def margin (N r : ℕ) : ℝ :=
  min (min (2 * ((N : ℝ) * (N - 1))) (2 * (((r : ℝ) - N) * (r - N - 1)))) (N * ((r : ℝ) - N))
    / (r * (r - 1))

/-- Summed against an antisymmetric array, `c i j - c j i` counts twice as much as `c i j`. -/
theorem sum_antisymm (c f : OneBody r) (hf : ∀ i j, f j i = -f i j) :
    ∑ i, ∑ j, (c i j - c j i) * f i j = 2 * ∑ i, ∑ j, c i j * f i j := by
  have h : ∑ i, ∑ j, c j i * f i j = -∑ i, ∑ j, c i j * f i j := by
    rw [Finset.sum_comm, ← Finset.sum_neg_distrib]
    refine Finset.sum_congr rfl fun i _ => ?_
    rw [← Finset.sum_neg_distrib]
    refine Finset.sum_congr rfl fun j _ => ?_
    rw [hf i j]; ring
  simp only [sub_mul, Finset.sum_sub_distrib, h]
  ring

/-- The quadratic form of a mixture is the mixture of the quadratic forms. -/
theorem form_mix (t : ℝ) (A B : TwoBody r) (c : OneBody r) :
    form (mixTwo t A B) c = (1 - t) * form A c + t * form B c := by
  have h : ∑ i, ∑ j, conj (c i j) * ∑ k, ∑ l, mixTwo t A B i j k l * c k l
      = ((1 - t : ℝ) : ℂ) * (∑ i, ∑ j, conj (c i j) * ∑ k, ∑ l, A i j k l * c k l)
        + (t : ℂ) * ∑ i, ∑ j, conj (c i j) * ∑ k, ∑ l, B i j k l * c k l := by
    simp only [Finset.mul_sum, ← Finset.sum_add_distrib]
    refine Finset.sum_congr rfl fun i _ => Finset.sum_congr rfl fun j _ =>
      Finset.sum_congr rfl fun k _ => Finset.sum_congr rfl fun l _ => ?_
    simp only [mixTwo, Complex.ofReal_sub, Complex.ofReal_one]
    ring
  unfold form
  rw [h, Complex.add_re, Complex.re_ofReal_mul, Complex.re_ofReal_mul]

/-- The exchange tensor measures the squared norm of `c i j - c j i`, with factor `q / 2`. -/
theorem form_exchange (q : ℝ) (c : OneBody r) :
    form (exchange q) c = q / 2 * nsq (fun i j => c i j - c j i) := by
  have hs : ∀ (j : Fin r) (f : Fin r → ℂ), ∑ l, delta j l * f l = f j := by
    intro j f; simp [delta]
  have h1 : ∀ i j, ∑ k, ∑ l, exchange q i j k l * c k l = (q : ℂ) * (c i j - c j i) := by
    intro i j
    calc _ = (q : ℂ) * (∑ k, delta i k * ∑ l, delta j l * c k l
          - ∑ k, delta j k * ∑ l, delta i l * c k l) := by
          simp only [Finset.mul_sum, ← Finset.sum_sub_distrib]
          refine Finset.sum_congr rfl fun k _ => Finset.sum_congr rfl fun l _ => ?_
          simp only [exchange]; ring
      _ = _ := by simp only [hs]
  have h2 := sum_antisymm (fun i j => conj (c i j)) (fun i j => c i j - c j i)
    (by intro i j; ring)
  have h3 : ((nsq (fun i j => c i j - c j i) : ℝ) : ℂ)
      = ∑ i, ∑ j, (conj (c i j) - conj (c j i)) * (c i j - c j i) := by
    simp only [nsq, Complex.ofReal_sum, Complex.normSq_eq_conj_mul_self, map_sub]
  have h4 : ∑ i, ∑ j, conj (c i j) * ((q : ℂ) * (c i j - c j i))
      = ((q / 2 * nsq (fun i j => c i j - c j i) : ℝ) : ℂ) := by
    rw [Complex.ofReal_mul, h3, h2]
    simp only [Finset.mul_sum]
    refine Finset.sum_congr rfl fun i _ => Finset.sum_congr rfl fun j _ => ?_
    push_cast; ring
  unfold form
  simp only [h1]
  rw [h4, Complex.ofReal_re]

/-- For `r ≥ 2` the G form of the maximally mixed two-matrix is a multiple of the squared norm plus
a multiple of `|∑ c k k|²`. -/
theorem form_gMatrix_mixed (hr : 2 ≤ r) (c : OneBody r) :
    form (gMatrix (mixedTwo N r) (mixedOne N r)) c
      = (N : ℝ) * (r - N) / (r * (r - 1)) * nsq c
        + (N : ℝ) * (N - 1) / (r * (r - 1)) * Complex.normSq (∑ k, c k k) := by
  have hs : ∀ (j : Fin r) (f : Fin r → ℂ), ∑ l, delta j l * f l = f j := by
    intro j f; simp [delta]
  have hδ : ∀ i j : Fin r, delta i j = delta j i := by intro i j; simp [delta, eq_comm]
  have r0 : (r : ℂ) ≠ 0 := by exact_mod_cast (by omega : r ≠ 0)
  have r1 : (r : ℂ) - 1 ≠ 0 := sub_ne_zero.2 (by exact_mod_cast (by omega : r ≠ 1))
  have hco : (N : ℂ) / r - (((N : ℝ) * (N - 1) / (r * (r - 1)) : ℝ) : ℂ)
      = (((N : ℝ) * (r - N) / (r * (r - 1)) : ℝ) : ℂ) := by
    push_cast; field_simp; ring
  unfold form nsq
  simp only [gMatrix, mixedTwo, mixedOne, exchange]
  generalize (N : ℝ) * (N - 1) / (r * (r - 1)) = q at *
  generalize (N : ℝ) * (r - N) / (r * (r - 1)) = p at *
  have h1 : ∀ i j, ∑ k, ∑ l, (delta j l * ((N : ℂ) / r * delta i k)
      - (q : ℂ) * (delta i k * delta l j - delta i j * delta l k)) * c k l
      = (p : ℂ) * c i j + (q : ℂ) * delta i j * ∑ k, c k k := by
    intro i j
    calc _ = (p : ℂ) * (∑ k, delta i k * ∑ l, delta j l * c k l)
          + (q : ℂ) * delta i j * ∑ k, ∑ l, delta k l * c k l := by
          simp only [Finset.mul_sum, ← Finset.sum_add_distrib]
          refine Finset.sum_congr rfl fun k _ => Finset.sum_congr rfl fun l _ => ?_
          rw [hδ l j, hδ l k]
          linear_combination delta i k * delta j l * c k l * hco
      _ = _ := by simp only [hs]
  have h2 : ∀ T : ℂ, ∑ i, ∑ j, conj (c i j) * ((p : ℂ) * c i j + (q : ℂ) * delta i j * T)
      = (p : ℂ) * (∑ i, ∑ j, conj (c i j) * c i j)
        + (q : ℂ) * T * ∑ i, ∑ j, delta i j * conj (c i j) := by
    intro T
    simp only [Finset.mul_sum, ← Finset.sum_add_distrib]
    refine Finset.sum_congr rfl fun i _ => Finset.sum_congr rfl fun j _ => ?_
    ring
  have h3 : (p : ℂ) * (∑ i, ∑ j, conj (c i j) * c i j)
        + (q : ℂ) * (∑ k, c k k) * ∑ i, ∑ j, delta i j * conj (c i j)
      = ((p * (∑ i, ∑ j, Complex.normSq (c i j))
        + q * Complex.normSq (∑ k, c k k) : ℝ) : ℂ) := by
    simp only [hs, Complex.ofReal_add, Complex.ofReal_mul, Complex.ofReal_sum,
      Complex.normSq_eq_conj_mul_self, map_sum]
    ring
  simp only [h1]
  rw [h2, h3, Complex.ofReal_re]

/-- For a Hermitian antisymmetric `M` with form at least `-e` times the squared norm, mixing in
the exchange tensor gives a nonnegative form if `t ≤ 1` and `(1-t) e ≤ 2 t q`. -/
theorem antisymmetric_shift {M : TwoBody r} (hh : ∀ i j k l, conj (M i j k l) = M k l i j)
    (ha : ∀ i j k l, M j i k l = -M i j k l) {e q t : ℝ} (ht : t ≤ 1)
    (hM : ∀ c, -e * nsq c ≤ form M c) (hq : (1 - t) * e ≤ t * (2 * q)) (c : OneBody r) :
    0 ≤ form (mixTwo t M (exchange q)) c := by
  have hl : ∀ i j k l, M i j l k = -M i j k l := by
    intro i j k l
    rw [← hh l k i j, ha k l i j, map_neg, hh k l i j]
  have h1 : ∀ i j, ∑ k, ∑ l, M i j k l * (c k l - c l k)
      = 2 * ∑ k, ∑ l, M i j k l * c k l := by
    intro i j
    have h := sum_antisymm c (M i j) (hl i j)
    simp only [mul_comm (M i j _ _)]
    exact h
  have h2 := sum_antisymm (fun i j => conj (c i j)) (fun i j => ∑ k, ∑ l, M i j k l * c k l)
    (by intro i j; simp only [ha i j, neg_mul, Finset.sum_neg_distrib])
  -- only the antisymmetric part of the amplitude is seen by `M`
  have h4 : form M (fun i j => c i j - c j i) = 4 * form M c := by
    unfold form
    simp only [h1, map_sub, mul_left_comm _ (2 : ℂ), ← Finset.mul_sum]
    rw [h2, ← mul_assoc, show (2 : ℂ) * 2 = ((4 : ℝ) : ℂ) by norm_num, Complex.re_ofReal_mul]
  have hb := hM (fun i j => c i j - c j i)
  have hn : 0 ≤ nsq (fun i j => c i j - c j i) :=
    Finset.sum_nonneg fun i _ => Finset.sum_nonneg fun j _ => Complex.normSq_nonneg _
  rw [h4] at hb
  rw [form_mix, form_exchange]
  nlinarith [mul_nonneg (sub_nonneg.2 ht) (sub_nonneg.2 hb), mul_nonneg (sub_nonneg.2 hq) hn]

/-- For `N ≥ 2` the Q and G matrices of a two-matrix are Hermitian. -/
theorem hermitian_QG (hN : 2 ≤ N) {D : TwoBody r} {g : OneBody r} (h : IsTwoMatrix N D g) :
    (∀ i j k l, conj (qMatrix D g i j k l) = qMatrix D g k l i j) ∧
    ∀ i j k l, conj (gMatrix D g i j k l) = gMatrix D g k l i j := by
  have hδ : ∀ i j : Fin r, delta i j = delta j i := by intro i j; simp [delta, eq_comm]
  have hc : ∀ i j : Fin r, conj (delta i j) = delta i j := by
    intro i j; unfold delta; split_ifs <;> simp
  have n1 : (N : ℂ) - 1 ≠ 0 := sub_ne_zero.2 (by exact_mod_cast (by omega : N ≠ 1))
  have hg : ∀ i k, conj (g i k) = g k i := by
    intro i k
    have h1 := congrArg (starRingEnd ℂ) (h.contract i k)
    simp only [map_sum, map_mul, map_sub, map_one, map_natCast, h.herm] at h1
    rw [h.contract] at h1
    exact (mul_left_cancel₀ n1 h1).symm
  constructor <;> intro i j k l
  · simp only [qMatrix, map_add, map_sub, map_mul, hc, hg, h.herm]
    rw [hδ k i, hδ l j, hδ k j, hδ l i]; ring
  · simp only [gMatrix, map_sub, map_mul, hc, hg, h.herm]
    rw [hδ l j]

/-- For `r ≥ 2` the maximally mixed two-matrix has the required symmetry, contraction and
trace. -/
theorem mixed_isTwoMatrix (hr : 2 ≤ r) : IsTwoMatrix N (mixedTwo N r) (mixedOne N r) := by
  have hs : ∀ (j : Fin r) (f : Fin r → ℂ), ∑ l, delta j l * f l = f j := by
    intro j f; simp [delta]
  have hδ : ∀ i j : Fin r, delta i j = delta j i := by intro i j; simp [delta, eq_comm]
  have hc : ∀ i j : Fin r, conj (delta i j) = delta i j := by
    intro i j; unfold delta; split_ifs <;> simp
  have hd : ∀ i : Fin r, delta i i = 1 := by intro i; simp [delta]
  have r0 : (r : ℂ) ≠ 0 := by exact_mod_cast (by omega : r ≠ 0)
  have r1 : (r : ℂ) - 1 ≠ 0 := sub_ne_zero.2 (by exact_mod_cast (by omega : r ≠ 1))
  refine ⟨fun i j k l => ?_, fun i j k l => ?_, fun i k => ?_, ?_⟩
  · simp only [mixedTwo, exchange, map_mul, map_sub, Complex.conj_ofReal, hc]
    rw [hδ k i, hδ l j, hδ k j, hδ l i]; ring
  · simp only [mixedTwo, exchange]; ring
  · have h1 : ∑ j, (delta i k * delta j j - delta i j * delta j k)
        = ((r : ℂ) - 1) * delta i k := by
      rw [Finset.sum_sub_distrib, hs i (fun j => delta j k)]
      simp only [hd, mul_one, Finset.sum_const, Finset.card_univ, Fintype.card_fin,
        nsmul_eq_mul]
      ring
    have h2 : (((N : ℝ) * (N - 1) / (r * (r - 1)) : ℝ) : ℂ) * ((r : ℂ) - 1)
        = ((N : ℂ) - 1) * (N / r) := by
      push_cast; field_simp
    simp only [mixedTwo, exchange, mixedOne]
    rw [← Finset.mul_sum, h1]
    linear_combination delta i k * h2
  · simp only [mixedOne, hd, mul_one, Finset.sum_const, Finset.card_univ, Fintype.card_fin,
      nsmul_eq_mul]
    field_simp

/-- Let `N, r ≥ 2` and `0 ≤ t ≤ 1`, and let `D`, `g` satisfy `IsTwoMatrix N D g`, with D, Q and G
forms at least `-e` times the squared norm. If `(1-t) e ≤ t m`, mixing in weight `t` of the
maximally mixed two-matrix gives a pair that again satisfies `IsTwoMatrix N` and whose D, Q and G
are positive semidefinite. -/
theorem mixing_restores_positivity (hN : 2 ≤ N) (hr : 2 ≤ r) {D : TwoBody r} {g : OneBody r}
    (h : IsTwoMatrix N D g) {e t : ℝ} (he : DefectAtMost e D g) (ht0 : 0 ≤ t) (ht1 : t ≤ 1)
    (hm : (1 - t) * e ≤ t * margin N r) :
    IsTwoMatrix N (mixTwo t D (mixedTwo N r)) (mixOne t g (mixedOne N r)) ∧
    DQGPositive (mixTwo t D (mixedTwo N r)) (mixOne t g (mixedOne N r)) := by
  have h0 : IsTwoMatrix N (mixedTwo N r) (mixedOne N r) := mixed_isTwoMatrix hr
  have hmix : IsTwoMatrix N (mixTwo t D (mixedTwo N r)) (mixOne t g (mixedOne N r)) := by
    refine ⟨fun i j k l => ?_, fun i j k l => ?_, fun i k => ?_, ?_⟩
    · simp only [mixTwo, map_add, map_mul, map_sub, map_one, Complex.conj_ofReal, h.herm,
        h0.herm]
    · simp only [mixTwo]
      rw [h.anti i j k l, h0.anti i j k l]; ring
    · simp only [mixTwo, mixOne, Finset.sum_add_distrib, ← Finset.mul_sum, h.contract,
        h0.contract]
      ring
    · simp only [mixOne, Finset.sum_add_distrib, ← Finset.mul_sum, h.trace, h0.trace]
      ring
  have hrR : (2 : ℝ) ≤ r := by exact_mod_cast hr
  have hNR : (2 : ℝ) ≤ N := by exact_mod_cast hN
  have hden : (0 : ℝ) ≤ r * (r - 1) := mul_nonneg (by linarith) (by linarith)
  -- the margin is at most the lowest relevant eigenvalue in each of the three channels
  have mD : margin N r ≤ 2 * ((N : ℝ) * (N - 1) / (r * (r - 1))) := by
    rw [← mul_div_assoc]
    exact div_le_div_of_nonneg_right ((min_le_left _ _).trans (min_le_left _ _)) hden
  have mQ : margin N r ≤ 2 * (((r : ℝ) - N) * (r - N - 1) / (r * (r - 1))) := by
    rw [← mul_div_assoc]
    exact div_le_div_of_nonneg_right ((min_le_left _ _).trans (min_le_right _ _)) hden
  have mG : margin N r ≤ (N : ℝ) * (r - N) / (r * (r - 1)) :=
    div_le_div_of_nonneg_right (min_le_right _ _) hden
  obtain ⟨hermQ, hermG⟩ := hermitian_QG hN hmix
  refine ⟨hmix, ⟨hmix.herm, ?_⟩, ⟨hermQ, ?_⟩, ⟨hermG, ?_⟩⟩
  · exact antisymmetric_shift h.herm h.anti ht1 (fun c => (he c).1)
      (hm.trans (mul_le_mul_of_nonneg_left mD ht0))
  · have hδ : ∀ i j : Fin r, delta i j = delta j i := by intro i j; simp [delta, eq_comm]
    have r0 : (r : ℂ) ≠ 0 := by exact_mod_cast (by omega : r ≠ 0)
    have r1 : (r : ℂ) - 1 ≠ 0 := sub_ne_zero.2 (by exact_mod_cast (by omega : r ≠ 1))
    have hco : 1 - 2 * ((N : ℂ) / r) + (((N : ℝ) * (N - 1) / (r * (r - 1)) : ℝ) : ℂ)
        = ((((r : ℝ) - N) * (r - N - 1) / (r * (r - 1)) : ℝ) : ℂ) := by
      push_cast; field_simp; ring
    have hQ : qMatrix (mixTwo t D (mixedTwo N r)) (mixOne t g (mixedOne N r))
        = mixTwo t (qMatrix D g)
          (exchange (((r : ℝ) - N) * (r - N - 1) / (r * (r - 1)))) := by
      funext i j k l
      simp only [qMatrix, mixTwo, mixOne, mixedTwo, mixedOne, exchange]
      rw [hδ k i, hδ l j, hδ k j, hδ l i]
      linear_combination (t : ℂ) * (delta i k * delta j l - delta i l * delta j k) * hco
    rw [hQ]
    refine antisymmetric_shift (hermitian_QG hN h).1 (fun i j k l => ?_) ht1
      (fun c => (he c).2.1) (hm.trans (mul_le_mul_of_nonneg_left mQ ht0))
    have hl : D k l j i = -D k l i j := by
      rw [← h.herm j i k l, h.anti i j k l, map_neg, h.herm i j k l]
    simp only [qMatrix]
    rw [hl]; ring
  · intro c
    have hG : gMatrix (mixTwo t D (mixedTwo N r)) (mixOne t g (mixedOne N r))
        = mixTwo t (gMatrix D g) (gMatrix (mixedTwo N r) (mixedOne N r)) := by
      funext i j k l
      simp only [gMatrix, mixTwo, mixOne]; ring
    have hn : 0 ≤ nsq c :=
      Finset.sum_nonneg fun i _ => Finset.sum_nonneg fun j _ => Complex.normSq_nonneg _
    have hq : 0 ≤ (N : ℝ) * (N - 1) / (r * (r - 1)) :=
      div_nonneg (mul_nonneg (by linarith) (by linarith)) hden
    rw [hG, form_mix, form_gMatrix_mixed hr]
    nlinarith [mul_nonneg (sub_nonneg.2 ht1) (sub_nonneg.2 (he c).2.2),
      mul_nonneg (sub_nonneg.2 hm) hn, mul_nonneg (mul_nonneg ht0 hn) (sub_nonneg.2 mG),
      mul_nonneg ht0 (mul_nonneg hq (Complex.normSq_nonneg (∑ k, c k k)))]

/-- Let `2 ≤ N ≤ r - 2` and `e ≥ 0`, and let `D`, `g` satisfy `IsTwoMatrix N D g`, with D, Q and G
forms at least `-e` times the squared norm. Then the weight `e / (e + m)` is below one, and mixing
in this weight of the maximally mixed two-matrix makes D, Q and G positive semidefinite. -/
theorem explicit_weight (hN : 2 ≤ N) (hr : N + 2 ≤ r) {D : TwoBody r} {g : OneBody r}
    (h : IsTwoMatrix N D g) {e : ℝ} (he0 : 0 ≤ e) (he : DefectAtMost e D g) :
    e / (e + margin N r) < 1 ∧
    DQGPositive (mixTwo (e / (e + margin N r)) D (mixedTwo N r))
      (mixOne (e / (e + margin N r)) g (mixedOne N r)) := by
  have hNR : (2 : ℝ) ≤ N := by exact_mod_cast hN
  have hrR : (N : ℝ) + 2 ≤ r := by exact_mod_cast hr
  have hm : 0 < margin N r := by
    refine div_pos (lt_min (lt_min ?_ ?_) ?_) (mul_pos (by linarith) (by linarith))
    · exact mul_pos two_pos (mul_pos (by linarith) (by linarith))
    · exact mul_pos two_pos (mul_pos (by linarith) (by linarith))
    · exact mul_pos (by linarith) (by linarith)
  have hs : 0 < e + margin N r := by linarith
  have hlt : e / (e + margin N r) < 1 := (div_lt_one hs).2 (by linarith)
  refine ⟨hlt, (mixing_restores_positivity hN (by omega) h he (div_nonneg he0 hs.le) hlt.le
    (le_of_eq ?_)).2⟩
  have h1 : e / (e + margin N r) * (e + margin N r) = e := div_mul_cancel₀ e hs.ne'
  linear_combination -h1

/-- If a nonzero antisymmetric amplitude attains the value `-e` times its squared norm in `D`,
and the mixed D form is nonnegative there, then `(1-t) e ≤ 2 t N(N-1)/(r(r-1))`. -/
theorem weight_necessary {D : TwoBody r} {e t : ℝ} {c : OneBody r} (hne : c ≠ 0)
    (hc : ∀ i j, c j i = -c i j) (hD : form D c = -e * nsq c)
    (hpos : 0 ≤ form (mixTwo t D (mixedTwo N r)) c) :
    (1 - t) * e ≤ t * (2 * ((N : ℝ) * (N - 1) / (r * (r - 1)))) := by
  obtain ⟨i, hi⟩ := Function.ne_iff.1 hne
  obtain ⟨j, hj⟩ := Function.ne_iff.1 hi
  have hn : 0 < nsq c :=
    Finset.sum_pos' (fun i _ => Finset.sum_nonneg fun j _ => Complex.normSq_nonneg _)
      ⟨i, Finset.mem_univ _, Finset.sum_pos' (fun j _ => Complex.normSq_nonneg _)
        ⟨j, Finset.mem_univ _, Complex.normSq_pos.2 hj⟩⟩
  have h4 : nsq (fun i j => c i j - c j i) = 4 * nsq c := by
    simp only [nsq, Finset.mul_sum]
    refine Finset.sum_congr rfl fun i _ => Finset.sum_congr rfl fun j _ => ?_
    rw [hc i j, show c i j - -c i j = 2 * c i j by ring, Complex.normSq_mul,
      show Complex.normSq 2 = 4 by norm_num [Complex.normSq_apply]]
  rw [form_mix, hD, mixedTwo, form_exchange, h4] at hpos
  refine le_of_mul_le_mul_right ?_ hn
  linarith

end

end TwoMatrixMixing
```

```lean
#print axioms TwoMatrixMixing.mixed_isTwoMatrix
#print axioms TwoMatrixMixing.explicit_weight
#print axioms TwoMatrixMixing.weight_necessary
```

```
'TwoMatrixMixing.mixed_isTwoMatrix' depends on axioms: [propext, Classical.choice, Quot.sound]
'TwoMatrixMixing.explicit_weight' depends on axioms: [propext, Classical.choice, Quot.sound]
'TwoMatrixMixing.weight_necessary' depends on axioms: [propext, Classical.choice, Quot.sound]
```

`form_mix`, `form_exchange` and `form_gMatrix_mixed` compute the forms above. `antisymmetric_shift` serves both $D$ and $Q$; `nlinarith` combines the inequalities. `hermitian_QG` divides the contraction by $N-1$, hence $N\ge2$.

`mixing_restores_positivity` assembles these and preserves contraction and trace. In `explicit_weight`, $N\le r-2$ makes $m>0$, so $t=e/(e+m)<1$. By `weight_necessary`, if a nonzero antisymmetric amplitude attains $-e$ in $D$, then $(1-t)e\le2tq$ is necessary; in the example, no smaller weight then works.

The repaired matrix meets the DQG conditions of electronic-structure theory in a finite basis, which for $N=2$ ensures that it comes from a possibly mixed two-electron state. For general $N$ these conditions do not guarantee an $N$-electron state.
